# The confined virial theorem for a real stationary state between hard walls in one dimension

## A free particle already pushes on the wall

Take a particle on $[0,L]$ with $L>0$, no potential inside, and units with $\hbar=m=1$. Its normalised stationary states are $\psi(x)=\sqrt{2/L}\,\sin kx$, with $k=n\pi/L$, $n=1,2,\dots$ and energy $E=k^2/2$. The usual virial relation $\int\psi'^2=\int xV'\psi^2$ would give zero kinetic energy here, since $V'=0$. In fact

$$\int_0^L\psi'^2\,dx=k^2,\qquad \frac{L\,\psi'(L)^2}{2}=\frac L2\cdot\frac{2k^2}{L}=k^2 .$$

The missing term sits at the wall. There $\psi$ vanishes but its slope does not, and $\psi'(L)^2/2=k^2/L$ equals $-dE/dL$, the force on the wall.

The mechanism is a conserved quantity. The combination $\psi'^2/2+E\psi^2$ has the same value $k^2/L$ at every $x$: it is the momentum flux, which the wall has to take up. With a potential inside, $E$ is replaced by $E-V$ in the flux, and a potential that is not constant makes the flux vary along the box.

## The identity with a potential inside

Let $V$ be continuously differentiable on $[a,b]$, and let the real function $\psi$ satisfy

$$-\tfrac12\psi''+V\psi=E\psi,\qquad \psi(a)=\psi(b)=0 .$$

Then for every real origin $c$,

$$\int_a^b\psi'^2\,dx-\int_a^b(x-c)V'\psi^2\,dx=\frac{(b-c)\psi'(b)^2-(a-c)\psi'(a)^2}{2}.$$

With $a=c=0$ and $b=L$ the right side is $L\psi'(L)^2/2$. The wall at the origin drops out because its lever arm is zero, although it still carries a force.

This is a virial theorem for one particle in one dimension. In a one-particle solver that sets $\psi=0$ at the ends of a finite interval, the right side, taken for a normalised $\psi$ and an origin $c$ between the walls, measures how far the artificial walls disturb the ordinary virial balance.

## Derivation from the momentum flux

Write the equation as $\psi''=2(V-E)\psi$ and define

$$P=\tfrac12\psi'^2+(E-V)\psi^2 .$$

Differentiating gives

$$P'=\psi'\psi''-V'\psi^2+2(E-V)\psi\psi'=-V'\psi^2,$$

because the first and last terms cancel. The flux changes only through the force density $-V'\psi^2$.

Next, differentiate $G=(x-c)P+\tfrac12\psi\psi'$:

$$G'=P-(x-c)V'\psi^2+\tfrac12\psi'^2+\tfrac12\psi\psi'' .$$

Since $\tfrac12\psi\psi''=(V-E)\psi^2$, the potential part of $P$ cancels and

$$G'=\psi'^2-(x-c)V'\psi^2 .$$

Integrate over the box. At a wall $\psi=0$, so $P=\psi'^2/2$ and $\psi\psi'=0$. Hence $G(b)-G(a)$ is the right side of the identity.

Two simpler integrals use the same ingredients. Integrating $P'$ gives the force balance

$$\int_a^bV'\psi^2\,dx=\tfrac12\left(\psi'(a)^2-\psi'(b)^2\right).$$

Integrating $(\tfrac12\psi\psi')'=\tfrac12\psi'^2+(V-E)\psi^2$ gives the energy balance

$$\tfrac12\int_a^b\psi'^2\,dx+\int_a^bV\psi^2\,dx=E\int_a^b\psi^2\,dx .$$

## Potentials with $xV'=\nu V$

On $[0,L]$, let $T=\tfrac12\int\psi'^2$ and $N=\int\psi^2$, and suppose $xV'=\nu V$ for a real number $\nu$. The virial identity becomes $2T-\nu\int V\psi^2=L\psi'(L)^2/2$. The energy balance gives $\int V\psi^2=EN-T$, so

$$(\nu+2)T=\nu EN+\tfrac12L\psi'(L)^2 .$$

For a normalised state in a harmonic potential centred at the left wall, $\nu=2$ and $T=E/2+L\psi'(L)^2/8$. A Coulomb potential $-1/x$ is not covered, since $V$ must be differentiable up to $x=0$.

## How the Lean statement describes the box

The structure `BoxState V dV ψ dψ ddψ E a b` collects the assumptions. The functions `dV`, `dψ` and `ddψ` stand for $V'$, $\psi'$ and $\psi''$. The predicate `HasDerivWithinAt` with the set `Icc a b` ties each of them to the function it differentiates, using only points of the closed interval. At the walls the derivatives are therefore one-sided, and nothing is assumed about the functions outside the box.

The field `slope_cont` says that $V'$ is continuous. Continuity of $\psi''$ is not a separate field, since the Schrödinger equation supplies it. The fields `left_wall` and `right_wall` are the hard-wall conditions, which idealise a very high barrier as an infinitely high one.

There is no normalisation condition. Each identity is quadratic in $\psi$, so for a nonzero state on an interval of positive length, division by $\int\psi^2$ turns the integrals into expectation values. The theorems also allow $\psi=0$ and an interval of zero length, where the virial identity reads $0=0$. They treat a given solution and do not establish that a chosen potential has one.

The one-sided derivatives guard against a false statement. Suppose $\psi$ is extended by zero beyond the wall and the slope is written `deriv ψ L`. A nonzero state has a kink there, Lean assigns the value 0 to the missing derivative, and the wall term disappears from the formula.

## The complete Lean file

```lean
import Mathlib

open Set MeasureTheory

namespace ConfinedVirial

/-- A real stationary state `ψ` of energy `E` between hard walls at `a` and `b`, in units with `ℏ =
m = 1`. The functions `dV`, `dψ`, `ddψ` are the derivatives `V'`, `ψ'`, `ψ''` on `[a, b]`, one-sided
at the walls. The function `ψ` need not be normalised and may be zero. -/
structure BoxState (V dV ψ dψ ddψ : ℝ → ℝ) (E a b : ℝ) : Prop where
  potential : ∀ x ∈ Icc a b, HasDerivWithinAt V (dV x) (Icc a b) x
  slope_cont : ContinuousOn dV (Icc a b)
  wave : ∀ x ∈ Icc a b, HasDerivWithinAt ψ (dψ x) (Icc a b) x
  wave' : ∀ x ∈ Icc a b, HasDerivWithinAt dψ (ddψ x) (Icc a b) x
  schrodinger : ∀ x ∈ Icc a b, -ddψ x / 2 + V x * ψ x = E * ψ x
  left_wall : ψ a = 0
  right_wall : ψ b = 0

/-- The momentum flux `ψ'² / 2 + (E - V) ψ²` of a real stationary state. -/
noncomputable def momentumFlux (V ψ dψ : ℝ → ℝ) (E x : ℝ) : ℝ :=
  dψ x ^ 2 / 2 + (E - V x) * ψ x ^ 2

variable {V dV ψ dψ ddψ : ℝ → ℝ} {E a b : ℝ}

/-- The integral over `[a, b]` of a continuous derivative, one-sided at the ends, is the
difference of the end values. -/
theorem integral_of_deriv_within {F f : ℝ → ℝ} (hab : a ≤ b)
    (hF : ∀ x ∈ Icc a b, HasDerivWithinAt F (f x) (Icc a b) x)
    (hf : ContinuousOn f (Icc a b)) : ∫ x in a..b, f x = F b - F a :=
  intervalIntegral.integral_eq_sub_of_hasDerivAt_of_le hab
    (fun x hx => (hF x hx).continuousWithinAt)
    (fun x hx => (hF x (Ioo_subset_Icc_self hx)).hasDerivAt (Icc_mem_nhds hx.1 hx.2))
    (hf.intervalIntegrable_of_Icc hab)

/-- The momentum flux changes along the box at the rate `-V' ψ²`, the local force density. -/
theorem momentumFlux_deriv (h : BoxState V dV ψ dψ ddψ E a b) {x : ℝ} (hx : x ∈ Icc a b) :
    HasDerivWithinAt (momentumFlux V ψ dψ E) (-(dV x * ψ x ^ 2)) (Icc a b) x := by
  have hp := h.wave' x hx
  have hw := h.wave x hx
  have h1 : HasDerivWithinAt (fun y => dψ y * dψ y)
      (ddψ x * dψ x + dψ x * ddψ x) (Icc a b) x := hp.mul hp
  have h2 : HasDerivWithinAt (fun y => ψ y * ψ y)
      (dψ x * ψ x + ψ x * dψ x) (Icc a b) x := hw.mul hw
  have h3 : HasDerivWithinAt (fun y => E - V y) (-dV x) (Icc a b) x :=
    (h.potential x hx).const_sub E
  have h4 : HasDerivWithinAt (fun y => dψ y * dψ y / 2 + (E - V y) * (ψ y * ψ y))
      ((ddψ x * dψ x + dψ x * ddψ x) / 2 +
        (-dV x * (ψ x * ψ x) + (E - V x) * (dψ x * ψ x + ψ x * dψ x))) (Icc a b) x :=
    (h1.div_const 2).add (h3.mul h2)
  have e : momentumFlux V ψ dψ E =
      fun y => dψ y * dψ y / 2 + (E - V y) * (ψ y * ψ y) := by
    funext y
    unfold momentumFlux
    ring
  rw [e]
  -- the Schrödinger equation removes the second derivative
  exact h4.congr_deriv (by linear_combination (-2 * dψ x) * h.schrodinger x hx)

/-- Energy balance in the box: `½ ∫ ψ'² + ∫ V ψ² = E ∫ ψ²`. -/
theorem energy_balance (h : BoxState V dV ψ dψ ddψ E a b) (hab : a ≤ b) :
    1 / 2 * (∫ x in a..b, dψ x ^ 2) + (∫ x in a..b, V x * ψ x ^ 2) =
      E * ∫ x in a..b, ψ x ^ 2 := by
  have cV : ContinuousOn V (Icc a b) := fun x hx => (h.potential x hx).continuousWithinAt
  have cψ : ContinuousOn ψ (Icc a b) := fun x hx => (h.wave x hx).continuousWithinAt
  have cp : ContinuousOn dψ (Icc a b) := fun x hx => (h.wave' x hx).continuousWithinAt
  have hd : ∀ x ∈ Icc a b, HasDerivWithinAt (fun y => ψ y * dψ y / 2)
      (1 / 2 * dψ x ^ 2 + V x * ψ x ^ 2 - E * ψ x ^ 2) (Icc a b) x := by
    intro x hx
    have h1 : HasDerivWithinAt (fun y => ψ y * dψ y / 2)
        ((dψ x * dψ x + ψ x * ddψ x) / 2) (Icc a b) x :=
      ((h.wave x hx).mul (h.wave' x hx)).div_const 2
    exact h1.congr_deriv (by linear_combination (-ψ x) * h.schrodinger x hx)
  have key : ∫ x in a..b, (1 / 2 * dψ x ^ 2 + V x * ψ x ^ 2 - E * ψ x ^ 2) =
      ψ b * dψ b / 2 - ψ a * dψ a / 2 :=
    integral_of_deriv_within hab hd (by fun_prop)
  have i1 : IntervalIntegrable (fun x => 1 / 2 * dψ x ^ 2) volume a b :=
    ContinuousOn.intervalIntegrable_of_Icc hab (by fun_prop)
  have i2 : IntervalIntegrable (fun x => V x * ψ x ^ 2) volume a b :=
    ContinuousOn.intervalIntegrable_of_Icc hab (by fun_prop)
  have i12 : IntervalIntegrable (fun x => 1 / 2 * dψ x ^ 2 + V x * ψ x ^ 2) volume a b :=
    ContinuousOn.intervalIntegrable_of_Icc hab (by fun_prop)
  have i3 : IntervalIntegrable (fun x => E * ψ x ^ 2) volume a b :=
    ContinuousOn.intervalIntegrable_of_Icc hab (by fun_prop)
  rw [intervalIntegral.integral_sub i12 i3, intervalIntegral.integral_add i1 i2,
    intervalIntegral.integral_const_mul, intervalIntegral.integral_const_mul,
    h.left_wall, h.right_wall] at key
  linarith

/-- Force balance: `∫ V' ψ²` is half the difference of the squared slopes of `ψ` at the left
and right walls. -/
theorem wall_force_balance (h : BoxState V dV ψ dψ ddψ E a b) (hab : a ≤ b) :
    ∫ x in a..b, dV x * ψ x ^ 2 = (dψ a ^ 2 - dψ b ^ 2) / 2 := by
  have cV := h.slope_cont
  have cψ : ContinuousOn ψ (Icc a b) := fun x hx => (h.wave x hx).continuousWithinAt
  have key : ∫ x in a..b, -(dV x * ψ x ^ 2) =
      momentumFlux V ψ dψ E b - momentumFlux V ψ dψ E a :=
    integral_of_deriv_within hab (fun x hx => momentumFlux_deriv h hx) (by fun_prop)
  rw [intervalIntegral.integral_neg] at key
  simp only [momentumFlux, h.left_wall, h.right_wall] at key
  linarith

/-- Confined virial theorem about an arbitrary origin `c`, with a boundary term from each
wall. -/
theorem confined_virial_about (h : BoxState V dV ψ dψ ddψ E a b) (hab : a ≤ b) (c : ℝ) :
    (∫ x in a..b, dψ x ^ 2) - (∫ x in a..b, (x - c) * dV x * ψ x ^ 2) =
      ((b - c) * dψ b ^ 2 - (a - c) * dψ a ^ 2) / 2 := by
  have cV := h.slope_cont
  have cψ : ContinuousOn ψ (Icc a b) := fun x hx => (h.wave x hx).continuousWithinAt
  have cp : ContinuousOn dψ (Icc a b) := fun x hx => (h.wave' x hx).continuousWithinAt
  -- the virial integrand is a total derivative
  have hd : ∀ x ∈ Icc a b, HasDerivWithinAt
      (fun y => (y - c) * momentumFlux V ψ dψ E y + ψ y * dψ y / 2)
      (dψ x ^ 2 - (x - c) * dV x * ψ x ^ 2) (Icc a b) x := by
    intro x hx
    have h0 : HasDerivWithinAt (fun y : ℝ => y - c) 1 (Icc a b) x :=
      (hasDerivWithinAt_id x (Icc a b)).sub_const c
    have h1 : HasDerivWithinAt
        (fun y => (y - c) * momentumFlux V ψ dψ E y + ψ y * dψ y / 2)
        (1 * momentumFlux V ψ dψ E x + (x - c) * (-(dV x * ψ x ^ 2)) +
          (dψ x * dψ x + ψ x * ddψ x) / 2) (Icc a b) x :=
      (h0.mul (momentumFlux_deriv h hx)).add
        (((h.wave x hx).mul (h.wave' x hx)).div_const 2)
    refine h1.congr_deriv ?_
    unfold momentumFlux
    linear_combination (-ψ x) * h.schrodinger x hx
  have key : ∫ x in a..b, (dψ x ^ 2 - (x - c) * dV x * ψ x ^ 2) =
      ((b - c) * momentumFlux V ψ dψ E b + ψ b * dψ b / 2) -
        ((a - c) * momentumFlux V ψ dψ E a + ψ a * dψ a / 2) :=
    integral_of_deriv_within hab hd (by fun_prop)
  have i1 : IntervalIntegrable (fun x => dψ x ^ 2) volume a b :=
    ContinuousOn.intervalIntegrable_of_Icc hab (by fun_prop)
  have i2 : IntervalIntegrable (fun x => (x - c) * dV x * ψ x ^ 2) volume a b :=
    ContinuousOn.intervalIntegrable_of_Icc hab (by fun_prop)
  rw [intervalIntegral.integral_sub i1 i2] at key
  rw [key]
  simp only [momentumFlux, h.left_wall, h.right_wall]
  ring

/-- Confined virial theorem on `[0, L]`: `∫ ψ'² - ∫ x V' ψ² = L ψ'(L)² / 2`. -/
theorem confined_virial {L : ℝ} (h : BoxState V dV ψ dψ ddψ E 0 L) (hL : 0 ≤ L) :
    (∫ x in (0 : ℝ)..L, dψ x ^ 2) - (∫ x in (0 : ℝ)..L, x * dV x * ψ x ^ 2) =
      L * dψ L ^ 2 / 2 := by
  have k := confined_virial_about h hL 0
  simp only [sub_zero] at k
  rw [k]
  ring

/-- For a potential with `x V' = ν V` on `[0, L]`: `(ν + 2) T = ν E N + L ψ'(L)² / 2`, where `T = ½
∫ ψ'²` and `N = ∫ ψ²`. -/
theorem homogeneous_kinetic_energy {L ν : ℝ} (h : BoxState V dV ψ dψ ddψ E 0 L) (hL : 0 ≤ L)
    (hom : ∀ x ∈ Icc 0 L, x * dV x = ν * V x) :
    (ν + 2) * (1 / 2 * ∫ x in (0 : ℝ)..L, dψ x ^ 2) =
      ν * (E * ∫ x in (0 : ℝ)..L, ψ x ^ 2) + L * dψ L ^ 2 / 2 := by
  have hv : ∫ x in (0 : ℝ)..L, x * dV x * ψ x ^ 2 =
      ν * ∫ x in (0 : ℝ)..L, V x * ψ x ^ 2 := by
    rw [← intervalIntegral.integral_const_mul]
    apply intervalIntegral.integral_congr
    intro x hx
    rw [uIcc_of_le hL] at hx
    change x * dV x * ψ x ^ 2 = ν * (V x * ψ x ^ 2)
    rw [hom x hx]
    ring
  have k := confined_virial h hL
  rw [hv] at k
  linear_combination k + ν * energy_balance h hL

/-- The function `sin x · exp (cos x)` is a state of energy `1/2` between walls at `0` and `π`
in the potential `(sin² x - 3 cos x) / 2`. -/
theorem boxState_witness : BoxState
    (fun x => (Real.sin x ^ 2 - 3 * Real.cos x) / 2)
    (fun x => Real.sin x * Real.cos x + 3 / 2 * Real.sin x)
    (fun x => Real.sin x * Real.exp (Real.cos x))
    (fun x => (Real.cos x - Real.sin x ^ 2) * Real.exp (Real.cos x))
    (fun x => (Real.sin x ^ 2 - 3 * Real.cos x - 1) * (Real.sin x * Real.exp (Real.cos x)))
    (1 / 2) 0 Real.pi := by
  have he : ∀ x, HasDerivAt (fun y => Real.exp (Real.cos y))
      (Real.exp (Real.cos x) * -Real.sin x) x := fun x => (Real.hasDerivAt_cos x).exp
  have hss : ∀ x, HasDerivAt (fun y => Real.sin y * Real.sin y)
      (Real.cos x * Real.sin x + Real.sin x * Real.cos x) x :=
    fun x => (Real.hasDerivAt_sin x).mul (Real.hasDerivAt_sin x)
  refine ⟨fun x _ => ?_, by fun_prop, fun x _ => ?_, fun x _ => ?_, fun x _ => ?_,
    by simp, by simp⟩
  · have h1 : HasDerivAt (fun y => (Real.sin y * Real.sin y - 3 * Real.cos y) / 2)
        ((Real.cos x * Real.sin x + Real.sin x * Real.cos x - 3 * -Real.sin x) / 2) x :=
      ((hss x).sub ((Real.hasDerivAt_cos x).const_mul 3)).div_const 2
    simp only [pow_two]
    exact h1.hasDerivWithinAt.congr_deriv (by ring)
  · have h1 : HasDerivAt (fun y => Real.sin y * Real.exp (Real.cos y))
        (Real.cos x * Real.exp (Real.cos x) +
          Real.sin x * (Real.exp (Real.cos x) * -Real.sin x)) x :=
      (Real.hasDerivAt_sin x).mul (he x)
    exact h1.hasDerivWithinAt.congr_deriv (by ring)
  · have h1 : HasDerivAt
        (fun y => (Real.cos y - Real.sin y * Real.sin y) * Real.exp (Real.cos y))
        ((-Real.sin x - (Real.cos x * Real.sin x + Real.sin x * Real.cos x)) *
          Real.exp (Real.cos x) + (Real.cos x - Real.sin x * Real.sin x) *
          (Real.exp (Real.cos x) * -Real.sin x)) x :=
      ((Real.hasDerivAt_cos x).sub (hss x)).mul (he x)
    simp only [pow_two]
    exact h1.hasDerivWithinAt.congr_deriv (by ring)
  · ring

end ConfinedVirial
```

```lean
#print axioms ConfinedVirial.wall_force_balance
#print axioms ConfinedVirial.confined_virial
#print axioms ConfinedVirial.homogeneous_kinetic_energy
```

```
'ConfinedVirial.wall_force_balance' depends on axioms: [propext, Classical.choice, Quot.sound]
'ConfinedVirial.confined_virial' depends on axioms: [propext, Classical.choice, Quot.sound]
'ConfinedVirial.homogeneous_kinetic_energy' depends on axioms: [propext, Classical.choice, Quot.sound]
```

## How the proof follows the derivation

`integral_of_deriv_within` is the fundamental theorem of calculus in the form needed here. At interior points a derivative within `Icc a b` is an ordinary derivative. At the ends, continuity suffices.

`momentumFlux_deriv` proves $P'=-V'\psi^2$. The product rule first produces an expression containing $\psi''$. Then `linear_combination` adds $-2\psi'$ times the Schrödinger equation, which is the cancellation made above.

`energy_balance` differentiates $\tfrac12\psi\psi'$ and removes $\psi''$ with the multiplier $-\psi$. The interval-integrability statements allow the integral to be split into kinetic, potential and total-energy parts, and the wall conditions remove the end values. `wall_force_balance` integrates the flux derivative and evaluates $P$ at the two walls.

`confined_virial_about` is the main argument. Its step `hd` is the formula for $G'$, `key` is the integrated form, and the final simplification inserts $\psi(a)=\psi(b)=0$. `confined_virial` sets $a=c=0$ and $b=L$.

`homogeneous_kinetic_energy` replaces $xV'$ by $\nu V$ under the integral, then adds $\nu$ times the energy balance to the virial identity.

Finally, `boxState_witness` supplies a concrete state: $\psi=\sin x\,e^{\cos x}$ on $[0,\pi]$, with $V=(\sin^2x-3\cos x)/2$ and $E=1/2$. It confirms that `BoxState` admits a nonzero wave function in a potential that varies across the box.

## Other weights in place of $x-c$

The factor $x-c$ can be replaced by any three times continuously differentiable function $f$. The same cancellation gives

$$\frac{d}{dx}\left[fP+\tfrac12f'\psi\psi'-\tfrac14f''\psi^2\right]=f'\psi'^2-fV'\psi^2-\tfrac14f'''\psi^2,$$

and integration between the walls yields

$$\int_a^b\left(f'\psi'^2-fV'\psi^2-\tfrac14f'''\psi^2\right)dx=\tfrac12\left(f(b)\psi'(b)^2-f(a)\psi'(a)^2\right).$$

The choice $f=1$ returns the force balance and $f=x-c$ the virial theorem; the Lean file treats these two weights and not the general $f$.
